# Among non-negative powers of the orbital depth, the response part of the uniform-gas exchange potential selects the square root with coefficient $8\sqrt2/(3\pi^2)$

All quantities are in atomic units, and the gas is spin-unpolarised.

```lean
import Mathlib

open Real
open scoped NNReal

namespace ResponsePotentialCoefficient

noncomputable section
```

A gas with Fermi wavevector $k$ has density $n=k^3/(3\pi^2)$.

```lean
/-- Density of the spin-unpolarised electron gas with Fermi wavevector `k`. -/
def fermiDensity (k : ℝ) : ℝ := k ^ 3 / (3 * π ^ 2)
```

Its exchange energy per particle is $e_x(n)=-\frac{3}{4\pi}(3\pi^2n)^{1/3}$. This is taken as the definition, not derived from a Slater determinant.

```lean
/-- Exchange energy per particle of the homogeneous electron gas of density `n ≥ 0`,
in atomic units. -/
def exchangePerParticle (n : ℝ) : ℝ := -(3 / (4 * π)) * (3 * π ^ 2 * n) ^ (1 / 3 : ℝ)
```

The exchange potential splits into a Slater part $2e_x$ and a response part, the remainder $v(n)=\frac{d(n e_x)}{dn}-2e_x$. The derivative is taken with respect to density.

```lean
/-- Response part of the exchange potential at density `n > 0`: the derivative of the exchange
energy density minus twice the exchange energy per particle. -/
def responsePotential (n : ℝ) : ℝ :=
  deriv (fun m => m * exchangePerParticle m) n - 2 * exchangePerParticle n
```

A Kohn–Sham orbital of wavevector $q$ and energy $\varepsilon$ lies at depth $\mu-\varepsilon=(k^2-q^2)/2$ below the Fermi level $\mu$; the constant potential of the uniform gas cancels. The model replaces $v$ by $K$ times the average of a function $f$ of this depth over the Fermi sea. That form is postulated: each orbital contributes according to its depth alone.

```lean
/-- Average over the Fermi sea of radius `k > 0` of a function `f` of the depth
`(k² - q²)/2` of an orbital below the Fermi level. -/
def fermiSeaAverage (f : ℝ → ℝ) (k : ℝ) : ℝ :=
  3 / k ^ 3 * ∫ q in (0 : ℝ)..k, q ^ 2 * f ((k ^ 2 - q ^ 2) / 2)
```

With $f$ the square root, this is the uniform-gas case of the GLLB model response potential used in density-functional calculations. The results fix its coefficient from exchange in the uniform gas, and do not test the model in atoms or solids.

## A positive Fermi wavevector

The condition $k>0$ says that there is a gas. By hand, it first lets us take the cube root in $3\pi^2n=k^3$, giving $e_x=-3k/(4\pi)$.

```lean
/-- The density fixes the cube of the Fermi wavevector through `3π²n = k³`. -/
theorem fermi_cube (k : ℝ) : 3 * π ^ 2 * fermiDensity k = k ^ 3 := by
  have hpi : π ≠ 0 := pi_ne_zero
  unfold fermiDensity
  field_simp

/-- A positive Fermi wavevector is the cube root of its cube. -/
theorem cube_root {k : ℝ} (hk : 0 < k) : (k ^ 3) ^ (1 / 3 : ℝ) = k := by
  rw [← Real.rpow_natCast, ← Real.rpow_mul hk.le]
  norm_num

/-- In terms of the Fermi wavevector the exchange energy per particle is `-3k/(4π)`. -/
theorem exchangePerParticle_fermi {k : ℝ} (hk : 0 < k) :
    exchangePerParticle (fermiDensity k) = -(3 * k / (4 * π)) := by
  unfold exchangePerParticle
  rw [fermi_cube, cube_root hk]
  ring
```

Since $n e_x\propto n^{4/3}$, its derivative is $\frac43e_x=-k/\pi$. In Lean, positivity supplies the nonzero base `hne` required by the power rule; the product rule then gives a `HasDerivAt` statement, so the `deriv` in the definition is a true derivative.

```lean
/-- The exchange potential of the homogeneous electron gas is `-k/π`. -/
theorem exchange_potential {k : ℝ} (hk : 0 < k) :
    HasDerivAt (fun m => m * exchangePerParticle m) (-(k / π)) (fermiDensity k) := by
  have hpi : π ≠ 0 := pi_ne_zero
  have hu := fermi_cube k
  have hne : 3 * π ^ 2 * fermiDensity k ≠ 0 := by rw [hu]; positivity
  have hlin : HasDerivAt (fun m : ℝ => 3 * π ^ 2 * m) (3 * π ^ 2) (fermiDensity k) :=
    ((hasDerivAt_id' _).const_mul (3 * π ^ 2)).congr_deriv (mul_one _)
  have hpow : HasDerivAt (fun m : ℝ => (3 * π ^ 2 * m) ^ (1 / 3 : ℝ))
      (3 * π ^ 2 * (1 / 3) * (3 * π ^ 2 * fermiDensity k) ^ ((1 / 3 : ℝ) - 1))
      (fermiDensity k) := hlin.rpow_const (Or.inl hne)
  rw [Real.rpow_sub_one hne, hu, cube_root hk] at hpow
  -- product rule for density times energy per particle
  have h := (hasDerivAt_id' (fermiDensity k)).fun_mul (hpow.const_mul (-(3 / (4 * π))))
  refine h.congr_deriv ?_
  simp only [hu, cube_root hk]
  unfold fermiDensity
  field_simp
  ring
```

Subtracting $2e_x$ gives
$$v=-\frac{k}{\pi}+\frac{3k}{2\pi}=\frac{k}{2\pi}.$$

```lean
/-- The response potential of the homogeneous electron gas is `k/(2π)`. -/
theorem responsePotential_fermi {k : ℝ} (hk : 0 < k) :
    responsePotential (fermiDensity k) = k / (2 * π) := by
  unfold responsePotential
  rw [(exchange_potential hk).deriv, exchangePerParticle_fermi hk]
  ring
```

For the average, put $q=k\sin\theta$, $dq=k\cos\theta\,d\theta$. On $[0,\pi/2]$ both $k$ and $\cos\theta$ are non-negative, so $\sqrt{(k^2-q^2)/2}=k\cos\theta/\sqrt2$, and
$$\frac{3}{k^3}\,\frac{k^4}{\sqrt2}\int_0^{\pi/2}\sin^2\theta\cos^2\theta\,d\theta
=\frac{3k}{\sqrt2}\cdot\frac{\pi}{16}=\frac{3\pi k}{16\sqrt2}.$$
The integral is $\frac14\int_0^{\pi/2}\sin^2 2\theta\,d\theta=\pi/16$. In the proof, `hsub` changes the variable and `hpt` simplifies the integrand pointwise.

```lean
/-- The Fermi-sea average of the square root of the orbital depth is `3πk/(16√2)`. -/
theorem fermiSeaAverage_sqrt {k : ℝ} (hk : 0 < k) :
    fermiSeaAverage Real.sqrt k = 3 * π * k / (16 * √2) := by
  -- substitute q = k sin θ
  have hsub := intervalIntegral.integral_comp_mul_deriv (a := 0) (b := π / 2)
    (f := fun θ => k * sin θ) (f' := fun θ => k * cos θ)
    (g := fun q => q ^ 2 * √((k ^ 2 - q ^ 2) / 2))
    (fun θ _ => (hasDerivAt_sin θ).const_mul k) (by fun_prop) (by fun_prop)
  simp only [Function.comp_apply, sin_zero, mul_zero, sin_pi_div_two, mul_one] at hsub
  have hpt : ∀ θ ∈ Set.uIcc 0 (π / 2),
      (k * sin θ) ^ 2 * √((k ^ 2 - (k * sin θ) ^ 2) / 2) * (k * cos θ)
        = k ^ 4 / √2 * (sin θ ^ 2 * cos θ ^ 2) := by
    intro θ hθ
    rw [Set.uIcc_of_le (by positivity)] at hθ
    have hc : 0 ≤ cos θ := cos_nonneg_of_mem_Icc ⟨by linarith [hθ.1, pi_pos], hθ.2⟩
    have e : k ^ 2 - (k * sin θ) ^ 2 = (k * cos θ) ^ 2 := by
      linear_combination (-k ^ 2) * sin_sq_add_cos_sq θ
    rw [e, Real.sqrt_div (sq_nonneg _), Real.sqrt_sq (mul_nonneg hk.le hc)]
    ring
  have h2 : (∫ θ in (0 : ℝ)..(π / 2),
      (k * sin θ) ^ 2 * √((k ^ 2 - (k * sin θ) ^ 2) / 2) * (k * cos θ))
        = ∫ θ in (0 : ℝ)..(π / 2), k ^ 4 / √2 * (sin θ ^ 2 * cos θ ^ 2) :=
    intervalIntegral.integral_congr (fun θ hθ => hpt θ hθ)
  have h4 : 4 * (π / 2) = 2 * π := by ring
  unfold fermiSeaAverage
  rw [← hsub, h2, intervalIntegral.integral_const_mul, integral_sin_sq_mul_cos_sq, h4,
    sin_two_pi, mul_zero, sin_zero]
  field_simp
  ring
```

Finally, $k>0$ makes the average nonzero, so we may divide by it:
$$K=\frac{k}{2\pi}\cdot\frac{16\sqrt2}{3\pi k}=\frac{8\sqrt2}{3\pi^2}.$$
The proof checks this value in `key` and obtains uniqueness by cancelling the nonzero average. One density is enough.

```lean
/-- At a given density, `K` times the average square root of the orbital depth equals the
response potential exactly when `K = 8√2/(3π²)`. -/
theorem coefficient_iff {k : ℝ} (hk : 0 < k) (K : ℝ) :
    K * fermiSeaAverage Real.sqrt k = responsePotential (fermiDensity k)
      ↔ K = 8 * √2 / (3 * π ^ 2) := by
  rw [fermiSeaAverage_sqrt hk, responsePotential_fermi hk]
  have hpi : π ≠ 0 := pi_ne_zero
  have key : 8 * √2 / (3 * π ^ 2) * (3 * π * k / (16 * √2)) = k / (2 * π) := by
    field_simp
    norm_num
  have hne : 3 * π * k / (16 * √2) ≠ 0 := by positivity
  constructor
  · intro h
    exact mul_right_cancel₀ hne (h.trans key.symm)
  · rintro rfl
    exact key
```

At $k=1$, where $n\approx0.0338$, the response potential is $1/(2\pi)\approx0.1592$ and the average is $3\pi/(16\sqrt2)\approx0.4165$. Their ratio is $K\approx0.382$.

As $k\to0$, both sides vanish linearly. At the empty limit itself the equation reads $0=0$ and no longer determines $K$.

## A non-negative exponent

Now let the weight be $K(\mu-\varepsilon)^p$. The type `ℝ≥0` of `p` restricts attention to weights that stay finite at the Fermi level, which by hand guarantees a convergent integral. Write $A_p(k)$ for the average of the $p$-th power. Substituting $q=kx$ gives
$$A_p(k)=3\int_0^1x^2\left(k^2\,\frac{1-x^2}{2}\right)^p dx=(k^2)^pA_p(1).$$
The proof splits the power using the non-negativity of $k^2$ and $(1-x^2)/2$; it never uses the sign of $p$. Without the restriction, the integral still converges for $-1<p<0$, but diverges at the Fermi level for $p\le-1$.

```lean
/-- The Fermi-sea average of the `p`-th power of the orbital depth scales with the Fermi
wavevector as `(k²)^p`. -/
theorem fermiSeaAverage_scaling (p : ℝ≥0) {k : ℝ} (hk : 0 < k) :
    fermiSeaAverage (fun e => e ^ (p : ℝ)) k
      = (k ^ 2) ^ (p : ℝ) * fermiSeaAverage (fun e => e ^ (p : ℝ)) 1 := by
  -- substitute q = k x
  have h := intervalIntegral.integral_comp_mul_left (a := 0) (b := 1)
    (fun q : ℝ => q ^ 2 * ((k ^ 2 - q ^ 2) / 2) ^ (p : ℝ)) hk.ne'
  simp only [mul_zero, mul_one, smul_eq_mul] at h
  have h2 : (∫ x in (0 : ℝ)..1, (k * x) ^ 2 * ((k ^ 2 - (k * x) ^ 2) / 2) ^ (p : ℝ))
      = ∫ x in (0 : ℝ)..1, k ^ 2 * (k ^ 2) ^ (p : ℝ)
          * (x ^ 2 * ((1 ^ 2 - x ^ 2) / 2) ^ (p : ℝ)) := by
    refine intervalIntegral.integral_congr (fun x hx => ?_)
    rw [Set.uIcc_of_le zero_le_one] at hx
    have hy : 0 ≤ (1 ^ 2 - x ^ 2) / 2 := by nlinarith [hx.1, hx.2]
    have e : (k ^ 2 - (k * x) ^ 2) / 2 = k ^ 2 * ((1 ^ 2 - x ^ 2) / 2) := by ring
    simp only [e, Real.mul_rpow (sq_nonneg k) hy]
    ring
  rw [h2, intervalIntegral.integral_const_mul, eq_inv_mul_iff_mul_eq₀ hk.ne'] at h
  have hk3 : 3 / k ^ 3 * (k * k ^ 2) = 3 := by field_simp
  simp only [fermiSeaAverage]
  rw [← h]
  linear_combination ((k ^ 2) ^ (p : ℝ)
    * ∫ x in (0 : ℝ)..1, x ^ 2 * ((1 ^ 2 - x ^ 2) / 2) ^ (p : ℝ)) * hk3
```

## Agreement at every density

The quantifier over all $k>0$ requires one pair $(K,p)$ to serve every uniform gas. By hand, two densities suffice. At $k=1$ and $k=2$,
$$K A_p(1)=\frac1{2\pi},\qquad K\,4^pA_p(1)=\frac{2}{2\pi},$$
so $4^p=2$ and $p=\frac12$. The case $k=1$ then fixes $K$ as before. Conversely, these values work at every $k>0$.

The proof forms the same comparison in `h4`, takes logarithms to find $p$, and calls `coefficient_iff` for $K$ and for the converse. With only one density, the exponent would be free: $p=0$ gives average $1$, and $K=k/(2\pi)$ matches at that $k$ alone.

```lean
/-- Among the weights `K (μ - ε)^p` with `p ≥ 0`, the Fermi-sea average reproduces the response
potential at every density exactly when `p = 1/2` and `K = 8√2/(3π²)`. -/
theorem exponent_and_coefficient_iff (K : ℝ) (p : ℝ≥0) :
    (∀ k : ℝ, 0 < k → K * fermiSeaAverage (fun e => e ^ (p : ℝ)) k
        = responsePotential (fermiDensity k))
      ↔ (p : ℝ) = 1 / 2 ∧ K = 8 * √2 / (3 * π ^ 2) := by
  have hsqrt : (fun e : ℝ => e ^ (1 / 2 : ℝ)) = Real.sqrt :=
    funext fun e => (Real.sqrt_eq_rpow e).symm
  constructor
  · intro h
    -- compare the Fermi wavevectors 1 and 2
    have h1 := h 1 one_pos
    have h2 := h 2 two_pos
    rw [responsePotential_fermi one_pos] at h1
    rw [responsePotential_fermi two_pos, fermiSeaAverage_scaling p two_pos] at h2
    have hne : 1 / (2 * π) ≠ 0 := by positivity
    have h4 : ((2 : ℝ) ^ 2) ^ (p : ℝ) = 2 := by
      apply mul_right_cancel₀ hne
      linear_combination h2 - ((2 : ℝ) ^ 2) ^ (p : ℝ) * h1
    have hlog := congrArg Real.log h4
    rw [Real.log_rpow (by norm_num), Real.log_pow] at hlog
    push_cast at hlog
    have hpos : 0 < Real.log 2 := Real.log_pos (by norm_num)
    have hp : (p : ℝ) = 1 / 2 := by
      apply mul_right_cancel₀ hpos.ne'
      linear_combination hlog / 2
    refine ⟨hp, (coefficient_iff one_pos K).1 ?_⟩
    have h3 := h 1 one_pos
    rwa [hp, hsqrt] at h3
  · rintro ⟨hp, hK⟩ k hk
    rw [hp, hsqrt]
    exact (coefficient_iff hk K).2 hK

end

end ResponsePotentialCoefficient
```

```lean
#print axioms ResponsePotentialCoefficient.coefficient_iff
#print axioms ResponsePotentialCoefficient.exponent_and_coefficient_iff
```

```
'ResponsePotentialCoefficient.coefficient_iff' depends on axioms: [propext, Classical.choice, Quot.sound]
'ResponsePotentialCoefficient.exponent_and_coefficient_iff' depends on axioms: [propext, Classical.choice, Quot.sound]
```
